# Zero-point phase variance of a harmonic nearest-neighbour ring without its uniform mode grows as log N

Take a harmonic ring whose sites are coupled only to their nearest neighbours, with no on-site restoring force, and remove its uniform mode. At fixed inertia and stiffness, the zero-point phase variance per site then has no finite large-$N$ value, and its ratio to $\log N$ tends to a known constant. Values computed for a few sizes $N$ should therefore be plotted against $\log N$, not extrapolated to a finite limit.

The ring has $N$ rotors of inertia $M$ with phases $\varphi_j$ and momenta $p_j$. Neighbours are coupled by a phase stiffness $J$:

$$H=\sum_j\frac{p_j^2}{2M}+\frac J2\sum_j(\varphi_{j+1}-\varphi_j)^2 .$$

Phases are treated as unbounded real displacements, so phase slips are neglected. Mode $k$ has angular frequency $\omega_k=2\sqrt{J/M}\,\sin(\pi k/N)$ and zero-point variance $\hbar/(2M\omega_k)$. The claim is

$$\frac{1}{\log N}\,\frac1N\sum_{k=1}^{N-1}\frac{\hbar}{2M\omega_k}\;\longrightarrow\;\frac{\hbar}{2\pi\sqrt{MJ}} .$$

In Lean, `modeFrequency` is $\omega_k$, and `ringMode` is a standing wave with offset $\delta$ at the integer site `j`.

```lean
import Mathlib

open Real Filter Topology

namespace QuantumRingInfrared

noncomputable section

/-- Frequency of mode `k` of a ring of `N` rotors with inertia `M` and phase stiffness `J`,
for `M > 0`, `J ≥ 0` and `0 ≤ k ≤ N` with `N ≥ 1`. -/
def modeFrequency (M J : ℝ) (N k : ℕ) : ℝ := 2 * √(J / M) * sin (π * k / N)

/-- Phase profile of a standing wave with mode number `k` and offset `δ` on a ring of
`N ≥ 1` sites. -/
def ringMode (N k : ℕ) (δ : ℝ) (j : ℤ) : ℝ := cos (2 * (π * k / N) * j + δ)

/-- Zero-point variance of an oscillator of inertia `M > 0` and frequency `ω > 0`. -/
def zeroPointVariance (hbar M ω : ℝ) : ℝ := hbar / (2 * M * ω)
```

The range `Finset.Ico 1 N` means $k=1,\dots,N-1$. `infraredSum`, written $S_N$ below, is the same mode sum in units where $\hbar=2\sqrt{MJ}$.

```lean
/-- Zero-point phase variance per site of a ring of `N ≥ 1` rotors with `M, J > 0`,
without the uniform mode `k = 0`. -/
def phaseFluctuation (hbar M J : ℝ) (N : ℕ) : ℝ :=
  1 / N * ∑ k ∈ Finset.Ico 1 N, zeroPointVariance hbar M (modeFrequency M J N k)

/-- The dimensionless phase fluctuation of a ring of `N ≥ 1` sites: the zero-point phase variance
per site, without the uniform mode, in units of `ħ/(2√(MJ))`. -/
def infraredSum (N : ℕ) : ℝ :=
  1 / N * ∑ k ∈ Finset.Ico 1 N, 1 / (2 * sin (π * k / N))
```

Some steps are left to ordinary quantum mechanics: `phaseFluctuation` is defined as a mode sum. Its equality with the site-averaged ground-state value of $\varphi_j^2$, uniform mode removed, rests on expanding the phases in orthonormal modes, on the Heisenberg bound for each mode, and on the fact that the ground state of a mode attains the energy $\hbar\omega_k/2$.

## Positive inertia and stiffness: a ring that oscillates

The conditions $M>0$ and $J>0$ say that each rotor has kinetic energy and that phase differences cost energy. By hand, they make $\omega_k$ real. Put $a=\pi k/N$, $\theta=2aj+\delta$ and $u_j=\cos\theta$. Then

$$2u_j-u_{j+1}-u_{j-1}=2\cos\theta\,(1-\cos2a)=4\sin^2\!a\,\cos\theta ,$$

so the normal-mode equation $J(2u_j-u_{j+1}-u_{j-1})=M\omega^2u_j$ holds with $\omega=\omega_k$. Moving $N$ sites adds $2\pi k$ to $\theta$, which gives periodicity.

In the proof, the two signs enter through `hr`, which is $M\sqrt{J/M}^{\,2}=J$. The addition formulas and `linear_combination` do the rest. With $J=0$ the rotors are free and have no zero-point state of finite variance; with $J<0$ and $M>0$ the modes with $0<k<N$ grow exponentially.

```lean
/-- For positive inertia and stiffness, the standing waves are periodic around the ring and
solve its normal-mode equation with the frequency `modeFrequency`. -/
theorem ringMode_normal_mode {M J : ℝ} (hM : 0 < M) (hJ : 0 < J) {N : ℕ} (hN : 1 ≤ N)
    (k : ℕ) (δ : ℝ) (j : ℤ) :
    ringMode N k δ (j + N) = ringMode N k δ j ∧
    J * (2 * ringMode N k δ j - ringMode N k δ (j + 1) - ringMode N k δ (j - 1))
      = M * modeFrequency M J N k ^ 2 * ringMode N k δ j := by
  have hN' : (N : ℝ) ≠ 0 := by
    have : N ≠ 0 := by omega
    exact_mod_cast this
  constructor
  · have hk : π * k / N * N = π * k := div_mul_cancel₀ _ hN'
    have e : 2 * (π * k / N) * ((j + N : ℤ) : ℝ) + δ
        = (2 * (π * k / N) * j + δ) + k * (2 * π) := by
      push_cast
      linear_combination 2 * hk
    unfold ringMode
    rw [e, Real.cos_add_nat_mul_two_pi]
  · unfold ringMode modeFrequency
    generalize π * (k : ℝ) / N = a
    have e1 : 2 * a * ((j + 1 : ℤ) : ℝ) + δ = (2 * a * j + δ) + 2 * a := by
      push_cast; ring
    have e2 : 2 * a * ((j - 1 : ℤ) : ℝ) + δ = (2 * a * j + δ) - 2 * a := by
      push_cast; ring
    have hr : M * √(J / M) ^ 2 = J := by
      rw [Real.sq_sqrt (div_pos hJ hM).le, mul_div_cancel₀ _ hM.ne']
    rw [e1, e2]
    generalize 2 * a * (j : ℝ) + δ = θ
    rw [Real.cos_add, Real.cos_sub, Real.cos_two_mul]
    linear_combination (-4 * sin a ^ 2 * cos θ) * hr
      - 4 * J * cos θ * Real.sin_sq_add_cos_sq a
```

## The Heisenberg bound: a floor under the variance

Let $v$ and $w$ be the phase and momentum variances of one mode with zero means. The bound $vw\ge\hbar^2/4$ is assumed here, not derived from operators. With $E=w/(2M)+M\omega^2v/2$,

$$2Mv\left(E-\tfrac{\hbar\omega}2\right)=vw+(M\omega v)^2-\hbar M\omega v\;\ge\;\left(\tfrac\hbar2-M\omega v\right)^2 .$$

Hence $E\ge\hbar\omega/2$, and equality forces $v=\hbar/(2M\omega)$. The inequality is `key` in the proof; both conclusions follow because $2Mv>0$ and a square is non-negative.

Without a lower bound on $vw$, the choice $w=0$ with small $v$ would bring the energy as near to zero as one likes. The condition $v>0$ excludes pairs of negative "variances", which also satisfy the bound.

```lean
/-- If the phase variance `v > 0` and momentum variance `w` obey the Heisenberg bound, an
oscillator with `M, ω > 0` has energy at least `ħω/2`, with equality only if `v` is the
zero-point variance. -/
theorem zero_point_energy {hbar M ω v w : ℝ} (hM : 0 < M) (hω : 0 < ω) (hv : 0 < v)
    (hvw : hbar ^ 2 / 4 ≤ v * w) :
    hbar * ω / 2 ≤ w / (2 * M) + M * ω ^ 2 * v / 2 ∧
    (w / (2 * M) + M * ω ^ 2 * v / 2 = hbar * ω / 2 → v = zeroPointVariance hbar M ω) := by
  -- the excess energy dominates a perfect square
  have key : (hbar / 2 - M * ω * v) ^ 2
      ≤ 2 * M * v * (w / (2 * M) + M * ω ^ 2 * v / 2 - hbar * ω / 2) := by
    have hw : 2 * M * (w / (2 * M)) = w := mul_div_cancel₀ _ (by positivity)
    have e : 2 * M * v * (w / (2 * M) + M * ω ^ 2 * v / 2 - hbar * ω / 2)
        = v * w + (M * ω * v) ^ 2 - hbar * (M * ω * v) := by
      linear_combination v * hw
    rw [e]
    nlinarith [hvw]
  have hp : 0 < 2 * M * v := by positivity
  constructor
  · by_contra h
    push Not at h
    nlinarith [mul_pos hp (sub_pos.2 h), sq_nonneg (hbar / 2 - M * ω * v)]
  · intro h
    rw [h, sub_self, mul_zero] at key
    have h0 : hbar / 2 - M * ω * v = 0 :=
      pow_eq_zero_iff (two_ne_zero) |>.1 (le_antisymm key (sq_nonneg _))
    unfold zeroPointVariance
    rw [eq_div_iff (by positivity)]
    linarith
```

## No uniform mode: angles strictly between 0 and π

Leaving out $k=0$ removes the common rotation of all rotors by the same angle, which has no restoring force and no finite zero-point variance. Lean's convention $1/0=0$ would hide that divergence, so the range excludes the mode explicitly.

For the other modes $x=\pi k/N$ satisfies $0<x<\pi$, and $1/\sin x$ is close to its two poles:

$$\left|\frac1{\sin x}-\frac1x-\frac1{\pi-x}\right|\le1 .$$

Take $0<x\le\pi/2$ first.

- **Lower bound.** $\sin x\le x$ gives $1/\sin x\ge1/x$, and $1/(\pi-x)\le1$ because $\pi-x\ge\pi/2>1$.
- **Upper bound.** We have $x\cos x\le\sin x$. Also $\sin x+\cos x\ge\sin^2x+\cos^2x=1$. So $x\le x\sin x+x\cos x\le(1+x)\sin x$, which is $1/\sin x\le1/x+1$.

The substitution $x\to\pi-x$ exchanges the poles and covers the other half. In the proof, `half` is the first case, with `htan`, `hsc` and `hup` as the steps of the upper bound.

```lean
/-- For `0 < x < π`, the inverse sine differs from its two infrared poles by at most one. -/
theorem inv_sin_poles {x : ℝ} (h0 : 0 < x) (hx : x < π) :
    |1 / sin x - (1 / x + 1 / (π - x))| ≤ 1 := by
  have half : ∀ y : ℝ, 0 < y → y ≤ π / 2 →
      |1 / sin y - (1 / y + 1 / (π - y))| ≤ 1 := by
    intro y hy h1
    have hpi := Real.pi_gt_three
    have hs : 0 < sin y := Real.sin_pos_of_pos_of_lt_pi hy (by linarith)
    have hc : 0 ≤ cos y := Real.cos_nonneg_of_mem_Icc ⟨by linarith, h1⟩
    have hlow : 1 / y ≤ 1 / sin y := one_div_le_one_div_of_le hs (Real.sin_le hy.le)
    have hfar : 1 / (π - y) ≤ 1 := by
      rw [div_le_one (by linarith)]
      linarith
    have hfar0 : 0 ≤ 1 / (π - y) := one_div_nonneg.2 (by linarith)
    have htan : y * cos y ≤ sin y := by
      rcases h1.eq_or_lt with h | h
      · rw [h, Real.cos_pi_div_two, Real.sin_pi_div_two]
        norm_num
      · have hc' : 0 < cos y := Real.cos_pos_of_mem_Ioo ⟨by linarith, h⟩
        have ht := Real.lt_tan hy h
        rw [Real.tan_eq_sin_div_cos, lt_div_iff₀ hc'] at ht
        exact ht.le
    have hsc : 1 ≤ sin y + cos y := by
      nlinarith [Real.sin_sq_add_cos_sq y,
        mul_nonneg hs.le (sub_nonneg.2 (Real.sin_le_one y)),
        mul_nonneg hc (sub_nonneg.2 (Real.cos_le_one y))]
    have hup : 1 / sin y ≤ 1 / y + 1 := by
      rw [div_add_one hy.ne', div_le_div_iff₀ hs hy]
      nlinarith [mul_le_mul_of_nonneg_left hsc hy.le]
    rw [abs_le]
    constructor <;> linarith
  rcases le_total x (π / 2) with h | h
  · exact half x h0 h
  · -- reflection exchanges the two poles
    have hr := half (π - x) (by linarith) (by linarith)
    rwa [Real.sin_pi_sub, sub_sub_cancel, add_comm (1 / (π - x))] at hr
```

## At least one site: a bound at every size

The condition $N\ge1$ says that there is a ring; the bound on $S_N$ uses it to divide by $N$, and the proof of the harmonic estimate uses it to write $N=n+1$. Let $h_N=\sum_{k=1}^{N-1}1/k$. Comparison with $\int dx/x$ gives, for $N\ge2$,

$$\log N\le h_N\le1+\log(N-1)\le1+\log N ,$$

and for $N=1$ both $h_N$ and $\log N$ vanish. Lean takes the two estimates from Mathlib's `harmonic`.

```lean
/-- The harmonic sum over mode numbers differs from `log N` by at most one, for `N ≥ 1`. -/
theorem harmonic_sum_log {N : ℕ} (hN : 1 ≤ N) :
    |∑ k ∈ Finset.Ico 1 N, 1 / (k : ℝ) - log N| ≤ 1 := by
  obtain ⟨n, rfl⟩ : ∃ n, N = n + 1 := ⟨N - 1, by omega⟩
  have e : ∑ k ∈ Finset.Ico 1 (n + 1), 1 / (k : ℝ) = (harmonic n : ℝ) := by
    simp only [Finset.sum_Ico_eq_sum_range, harmonic, Nat.add_sub_cancel]
    push_cast
    refine Finset.sum_congr rfl fun i _ => ?_
    rw [one_div, add_comm]
  have h1 := log_add_one_le_harmonic n
  have h2 := harmonic_le_one_add_log n
  have h3 : log (n : ℝ) ≤ log ((n + 1 : ℕ) : ℝ) := by
    rcases n.eq_zero_or_pos with h | h
    · simp [h]
    · exact Real.log_le_log (by exact_mod_cast h) (by exact_mod_cast Nat.le_succ n)
  rw [e, abs_le]
  push_cast at h1 h3 ⊢
  constructor <;> linarith
```

At $x=\pi k/N$ the poles are $N/(\pi k)$ and $N/(\pi(N-k))$. Replacing $k$ by $N-k$ shows that their sums are equal (`hrefl`), so

$$\left|\sum_{k=1}^{N-1}\frac1{\sin(\pi k/N)}-\frac{2N}\pi h_N\right|\le N-1\le N .$$

Division by $2N$ gives $|S_N-h_N/\pi|\le\tfrac12$. Since $|h_N-\log N|/\pi\le1/\pi<\tfrac12$, the triangle inequality yields $|S_N-(\log N)/\pi|\le1$. This last step is `combine`.

```lean
/-- For every ring size `N ≥ 1`, the dimensionless phase fluctuation differs from
`(log N)/π` by at most one. -/
theorem infraredSum_bound {N : ℕ} (hN : 1 ≤ N) : |infraredSum N - log N / π| ≤ 1 := by
  have hn : (0 : ℝ) < N := by exact_mod_cast hN
  have hinv : ∀ d : ℝ, 1 / (π * d / N) = N / π * (1 / d) := fun d => by
    rw [one_div_div, div_mul_div_comm, mul_one]
  have hterm : ∀ k ∈ Finset.Ico 1 N, |1 / sin (π * k / N)
      - (N / π * (1 / (k : ℝ)) + N / π * (1 / ((N - k : ℕ) : ℝ)))| ≤ 1 := by
    intro k hk
    obtain ⟨hk1, hk2⟩ := Finset.mem_Ico.1 hk
    have hk0 : (0 : ℝ) < k := by exact_mod_cast hk1
    have hkN : (k : ℝ) < N := by exact_mod_cast hk2
    have hb := inv_sin_poles (x := π * k / N) (by positivity)
      (by rw [div_lt_iff₀ hn]; exact mul_lt_mul_of_pos_left hkN Real.pi_pos)
    have hsub : π - π * k / N = π * ((N : ℝ) - k) / N := by
      rw [eq_div_iff hn.ne', sub_mul, div_mul_cancel₀ _ hn.ne']
      ring
    rw [hsub, hinv, hinv] at hb
    rwa [Nat.cast_sub hk2.le]
  -- both poles contribute the same harmonic sum
  have hrefl : ∑ k ∈ Finset.Ico 1 N, 1 / ((N - k : ℕ) : ℝ)
      = ∑ k ∈ Finset.Ico 1 N, 1 / (k : ℝ) := by
    refine Finset.sum_nbij' (fun k => N - k) (fun k => N - k) ?_ ?_ ?_ ?_ ?_
    · intro k hk
      simp only [Finset.mem_Ico] at hk ⊢
      omega
    · intro k hk
      simp only [Finset.mem_Ico] at hk ⊢
      omega
    · intro k hk
      simp only [Finset.mem_Ico] at hk
      omega
    · intro k hk
      simp only [Finset.mem_Ico] at hk
      omega
    · intro k _
      rfl
  have hA := (Finset.abs_sum_le_sum_abs _ _).trans (Finset.sum_le_sum hterm)
  rw [Finset.sum_sub_distrib, Finset.sum_add_distrib, ← Finset.mul_sum, ← Finset.mul_sum,
    hrefl, Finset.sum_const, Nat.card_Ico, nsmul_eq_mul, mul_one] at hA
  have hcard : ((N - 1 : ℕ) : ℝ) ≤ N := by exact_mod_cast Nat.sub_le N 1
  have hI : infraredSum N = (∑ k ∈ Finset.Ico 1 N, 1 / sin (π * k / N)) / (2 * N) := by
    unfold infraredSum
    rw [Finset.mul_sum, Finset.sum_div]
    refine Finset.sum_congr rfl fun k _ => ?_
    rw [div_mul_div_comm, div_div]
    congr 1 <;> ring
  have combine : ∀ A H L : ℝ, |A - (N / π * H + N / π * H)| ≤ N → |H - L| ≤ 1 →
      |A / (2 * N) - L / π| ≤ 1 := by
    intro A H L h1 h2
    have e : A / (2 * N) - L / π
        = (A - (N / π * H + N / π * H)) / (2 * N) + (H - L) / π := by
      field_simp
      ring
    have b1 : |(A - (N / π * H + N / π * H)) / (2 * N)| ≤ 1 / 2 := by
      rw [abs_div, abs_of_pos (by positivity : (0 : ℝ) < 2 * N), div_le_iff₀ (by positivity)]
      linarith
    have b2 : |(H - L) / π| ≤ 1 / 2 := by
      rw [abs_div, abs_of_pos Real.pi_pos, div_le_iff₀ Real.pi_pos]
      linarith [Real.pi_gt_three]
    rw [e]
    linarith [abs_add_le ((A - (N / π * H + N / π * H)) / (2 * N)) ((H - L) / π)]
  rw [hI]
  exact combine _ _ _ (hA.trans hcard) (harmonic_sum_log hN)
```

For $N=1$ there are no modes left, and $S_1=0=\log1$. For $N=4$ the sines are $0.7071$, $1$ and $0.7071$, so

$$S_4=\tfrac14(0.7071+0.5+0.7071)\approx0.479,\qquad \frac{\log4}\pi\approx0.441 .$$

For $N\ge2$, dividing the bound by $\log N>0$ gives $|S_N/\log N-1/\pi|\le1/\log N\to0$. The proof squeezes this remainder to zero (`hz`) and adds $1/\pi$ back.

```lean
/-- The dimensionless phase fluctuation divided by `log N` tends to `1/π`. -/
theorem infraredSum_div_log :
    Tendsto (fun N : ℕ => infraredSum N / log N) atTop (𝓝 (1 / π)) := by
  have hlog : Tendsto (fun N : ℕ => log (N : ℝ)) atTop atTop :=
    Real.tendsto_log_atTop.comp tendsto_natCast_atTop_atTop
  have hpos : ∀ N : ℕ, 2 ≤ N → 0 < log (N : ℝ) := fun N hN =>
    Real.log_pos (by exact_mod_cast (show 1 < N by omega))
  -- the bounded remainder disappears on division by log N
  have hz : Tendsto (fun N : ℕ => (infraredSum N - log N / π) / log N) atTop (𝓝 0) := by
    refine squeeze_zero_norm' (a := fun N : ℕ => (log (N : ℝ))⁻¹) ?_
      (tendsto_inv_atTop_zero.comp hlog)
    filter_upwards [eventually_ge_atTop 2] with N hN
    rw [Real.norm_eq_abs, abs_div, abs_of_pos (hpos N hN), div_eq_mul_inv]
    exact mul_le_of_le_one_left (inv_nonneg.2 (hpos N hN).le)
      (infraredSum_bound (by omega))
  have h := hz.add_const (1 / π)
  rw [zero_add] at h
  refine h.congr' ?_
  filter_upwards [eventually_ge_atTop 2] with N hN
  rw [sub_div, div_right_comm, div_self (hpos N hN).ne']
  ring
```

## Positive ħ: a coefficient that does not vanish

The condition $\hbar>0$ says that the oscillators are quantum mechanical. Since $M\sqrt{J/M}=\sqrt{MJ}$,

$$\frac{\hbar}{2M\omega_k}=\frac{\hbar}{2\sqrt{MJ}}\cdot\frac1{2\sin(\pi k/N)} ,$$

and the physical variance per site is $\hbar/(2\sqrt{MJ})$ times $S_N$ (`hscale`). Its ratio to $\log N$ therefore tends to $\hbar/(2\pi\sqrt{MJ})$. The theorem states this limit together with the positivity of the coefficient.

```lean
/-- For positive `ħ`, inertia and stiffness, the zero-point phase variance per site, without the
uniform mode, divided by `log N` tends to the positive number `ħ/(2π√(MJ))`. -/
theorem phaseFluctuation_div_log {hbar M J : ℝ} (hh : 0 < hbar) (hM : 0 < M) (hJ : 0 < J) :
    0 < hbar / (2 * π * √(M * J)) ∧
    Tendsto (fun N : ℕ => phaseFluctuation hbar M J N / log N) atTop
      (𝓝 (hbar / (2 * π * √(M * J)))) := by
  have hr : 0 < √(M * J) := Real.sqrt_pos.2 (mul_pos hM hJ)
  refine ⟨by positivity, ?_⟩
  have hs : √(M * J) = M * √(J / M) := by
    have e : M * J = M ^ 2 * (J / M) := by
      rw [pow_two, mul_assoc, mul_div_cancel₀ _ hM.ne']
    rw [e, Real.sqrt_mul (sq_nonneg M), Real.sqrt_sq hM.le]
  -- all units collect in one prefactor
  have hscale : ∀ N : ℕ,
      phaseFluctuation hbar M J N = hbar / (2 * √(M * J)) * infraredSum N := by
    intro N
    unfold phaseFluctuation infraredSum zeroPointVariance modeFrequency
    rw [mul_left_comm (hbar / (2 * √(M * J))), hs]
    congr 1
    rw [Finset.mul_sum]
    refine Finset.sum_congr rfl fun k _ => ?_
    rw [div_mul_div_comm, mul_one]
    congr 1
    ring
  have h := infraredSum_div_log.const_mul (hbar / (2 * √(M * J)))
  have e : hbar / (2 * √(M * J)) * (1 / π) = hbar / (2 * π * √(M * J)) := by
    rw [div_mul_div_comm, mul_one]
    congr 1
    ring
  rw [e] at h
  refine h.congr fun N => ?_
  rw [hscale, mul_div_assoc]
```

Positivity is what turns the ratio into a divergence: the variance is $\log N$ times a quantity with a positive limit, so it exceeds every bound. With $\hbar=0$ it would be zero at every size. For this harmonic nearest-neighbour ring, the zero-point motion of the non-uniform modes alone makes the phase variance unbounded, with growth that is only logarithmic in $N$.

```lean
/-- For positive `ħ`, inertia and stiffness, the zero-point phase variance per site, without the
uniform mode, grows without bound with the size of the ring. -/
theorem phaseFluctuation_diverges {hbar M J : ℝ} (hh : 0 < hbar) (hM : 0 < M) (hJ : 0 < J) :
    Tendsto (phaseFluctuation hbar M J) atTop atTop := by
  obtain ⟨hc, hlim⟩ := phaseFluctuation_div_log hh hM hJ
  have hlog : Tendsto (fun N : ℕ => log (N : ℝ)) atTop atTop :=
    Real.tendsto_log_atTop.comp tendsto_natCast_atTop_atTop
  refine (Filter.Tendsto.pos_mul_atTop hc hlim hlog).congr' ?_
  filter_upwards [eventually_ge_atTop 2] with N hN
  have hl : 0 < log (N : ℝ) := Real.log_pos (by exact_mod_cast (show 1 < N by omega))
  exact div_mul_cancel₀ _ hl.ne'

end

end QuantumRingInfrared
```

```lean
#print axioms QuantumRingInfrared.ringMode_normal_mode
#print axioms QuantumRingInfrared.zero_point_energy
#print axioms QuantumRingInfrared.phaseFluctuation_div_log
#print axioms QuantumRingInfrared.phaseFluctuation_diverges
```

```
'QuantumRingInfrared.ringMode_normal_mode' depends on axioms: [propext, Classical.choice, Quot.sound]
'QuantumRingInfrared.zero_point_energy' depends on axioms: [propext, Classical.choice, Quot.sound]
'QuantumRingInfrared.phaseFluctuation_div_log' depends on axioms: [propext, Classical.choice, Quot.sound]
'QuantumRingInfrared.phaseFluctuation_diverges' depends on axioms: [propext, Classical.choice, Quot.sound]
```
